# For spin one-half, the spin average of V + b L·s is V

For a single spin one-half, an orbital potential V that does not act on spin is combined with a spin-orbit term b L·s, where b is a real constant and s = σ/2. The lemma states that half the partial trace of V ⊗ 1 + b L·s over spin is V, so the spin-orbit term drops out of the average. V and the three components of L are arbitrary complex matrices over any index type, finite or not, and no angular-momentum commutation relations are assumed. The attempt compares the two sides entry by entry and leaves the whole calculation to one `simp` call that unfolds the definitions.

This version doesn't compile in Lean 4 with Mathlib:

```lean
import Mathlib

open scoped Kronecker

namespace SpinAverageSpinOrbit

noncomputable section

variable {n : Type*}

/-- The three Pauli matrices. -/
def pauli : Fin 3 → Matrix (Fin 2) (Fin 2) ℂ :=
  ![!![0, 1; 1, 0], !![0, -Complex.I; Complex.I, 0], !![1, 0; 0, -1]]

/-- The orbital operator `A` acting on orbital and spin space as `A ⊗ 1`. -/
def spinFree (A : Matrix n n ℂ) : Matrix (n × Fin 2) (n × Fin 2) ℂ :=
  A ⊗ₖ (1 : Matrix (Fin 2) (Fin 2) ℂ)

/-- The spin-orbit operator `L·s`, with spin operators `s_a = σ_a / 2`. -/
def spinOrbit (L : Fin 3 → Matrix n n ℂ) : Matrix (n × Fin 2) (n × Fin 2) ℂ :=
  ∑ a, L a ⊗ₖ ((1 / 2 : ℂ) • pauli a)

/-- The spin average of an operator, half its partial trace over spin. -/
def spinAverage (M : Matrix (n × Fin 2) (n × Fin 2) ℂ) : Matrix n n ℂ :=
  fun i j => (M (i, 0) (j, 0) + M (i, 1) (j, 1)) / 2

/-- The spin average of `V ⊗ 1 + b L·s` is the orbital potential `V`. -/
theorem spinAverage_spinOrbit (L : Fin 3 → Matrix n n ℂ) (V : Matrix n n ℂ) (b : ℝ) :
    spinAverage (spinFree V + (b : ℂ) • spinOrbit L) = V := by
  ext i j
  simp [spinAverage, spinFree, spinOrbit, Fin.sum_univ_three, pauli,
    Matrix.kroneckerMap_apply]

end

end SpinAverageSpinOrbit
```

The compiler's answer:

```
Main.lean:29:60: error: unsolved goals
n : Type u_1
L : Fin 3 → Matrix n n ℂ
V : Matrix n n ℂ
b : ℝ
i j : n
⊢ (V i j + ↑b * (L 2 i j * 2⁻¹) + (V i j + -(↑b * (L 2 i j * 2⁻¹)))) / 2 = V i j
```

Diagnosis. The error `unsolved goals` means that the proof ended with an equation still to be shown. `simp` had done the physical part: the x and y terms are gone, since those Pauli matrices have zero diagonals, and the z term appears once with each sign. What remains is that `V i j` plus `↑b * (L 2 i j * 2⁻¹)`, added to `V i j` minus the same product, and divided by 2, is `V i j`.

This is true by plain algebra, but the two opposite terms sit in different brackets with a `V i j` between them. The simplification rules used by this call do not regroup the sum so that those terms meet and cancel, so `simp` stops there.

The added `ring` does the regrouping. It proves identities in commutative rings by bringing both sides to a common normal form, and over the complex numbers it can also handle the division by the numeral 2. The spin-orbit terms cancel, half of twice `V i j` is `V i j`, and the goal closes.

The mended proof, as a diff:

```diff
@@ -31,4 +31,5 @@
   simp [spinAverage, spinFree, spinOrbit, Fin.sum_univ_three, pauli,
     Matrix.kroneckerMap_apply]
+  ring
 
 end
```
